# Three real unit vectors cannot have pairwise overlaps 0.9, 0.9 and −0.9

If three normalised real orbitals $u,v,w$ have $\langle u,v\rangle=\langle v,w\rangle=1$, then $u=v=w$, and the third overlap $\langle u,w\rangle$ must be 1 as well. Lowering the first two overlaps to 0.9 gives the third some room, but only down to 0.62, so the value −0.9 stays out of reach.

```lean
import Mathlib

open scoped InnerProductSpace ComplexConjugate

namespace ThreeVectorOverlaps

/-- The real symmetric 3 × 3 matrix with unit diagonal and off-diagonal entries `a` (first row,
second column), `b` (second row, third column) and `c` (first row, third column). -/
def overlapMatrix (a b c : ℝ) : Matrix (Fin 3) (Fin 3) ℝ :=
  !![1, a, c; a, 1, b; c, b, 1]

/-- The determinant of `overlapMatrix a b c`, written out in the real numbers `a, b, c`. -/
theorem det_overlapMatrix (a b c : ℝ) :
    (overlapMatrix a b c).det = 1 + 2 * a * b * c - a ^ 2 - b ^ 2 - c ^ 2 := by
  simp [overlapMatrix, Matrix.det_fin_three]
  ring

/-- After a unit vector `v` is projected out of `x` and `y`, the overlap of the remainders is
`⟨x,y⟩ - ⟨x,v⟩⟨v,y⟩`. -/
theorem projected_overlap {𝕜 E : Type*} [RCLike 𝕜] [NormedAddCommGroup E]
    [InnerProductSpace 𝕜 E] {v : E} (hv : ‖v‖ = 1) (x y : E) :
    inner 𝕜 (x - inner 𝕜 v x • v) (y - inner 𝕜 v y • v)
      = inner 𝕜 x y - inner 𝕜 x v * inner 𝕜 v y := by
  have hvv : inner 𝕜 v v = 1 := by
    rw [inner_self_eq_norm_sq_to_K, hv]
    simp
  simp only [inner_sub_left, inner_sub_right, inner_smul_left, inner_smul_right,
    inner_conj_symm, hvv]
  ring

section Real

variable {E : Type*} [NormedAddCommGroup E] [InnerProductSpace ℝ E]

/-- For three real unit vectors, two overlaps `a` and `b` confine the third overlap `c` to a
window of half-width `√((1 - a²)(1 - b²))` around the product `a b`. -/
theorem third_overlap_window {u v w : E} {a b c : ℝ}
    (hu : ‖u‖ = 1) (hv : ‖v‖ = 1) (hw : ‖w‖ = 1)
    (ha : ⟪u, v⟫_ℝ = a) (hb : ⟪v, w⟫_ℝ = b) (hc : ⟪u, w⟫_ℝ = c) :
    (c - a * b) ^ 2 ≤ (1 - a ^ 2) * (1 - b ^ 2) ∧
      |c - a * b| ≤ √((1 - a ^ 2) * (1 - b ^ 2)) := by
  have ha' : ⟪v, u⟫_ℝ = a := by rw [real_inner_comm]; exact ha
  have hb' : ⟪w, v⟫_ℝ = b := by rw [real_inner_comm]; exact hb
  -- Cauchy-Schwarz for the parts of `u` and `w` orthogonal to `v`
  have h := real_inner_mul_inner_self_le (u - ⟪v, u⟫_ℝ • v) (w - ⟪v, w⟫_ℝ • v)
  simp only [projected_overlap hv] at h
  rw [real_inner_self_eq_norm_sq, real_inner_self_eq_norm_sq, hu, hw, ha, hb, hc,
    ha', hb'] at h
  have key : (c - a * b) ^ 2 ≤ (1 - a ^ 2) * (1 - b ^ 2) := by nlinarith [h]
  exact ⟨key, Real.abs_le_sqrt key⟩

/-- The pairwise overlaps `a, b, c` of three unit vectors in a real inner-product space satisfy
`1 + 2abc - a² - b² - c² ≥ 0`. -/
theorem overlap_inequality {u v w : E} {a b c : ℝ}
    (hu : ‖u‖ = 1) (hv : ‖v‖ = 1) (hw : ‖w‖ = 1)
    (ha : ⟪u, v⟫_ℝ = a) (hb : ⟪v, w⟫_ℝ = b) (hc : ⟪u, w⟫_ℝ = c) :
    0 ≤ 1 + 2 * a * b * c - a ^ 2 - b ^ 2 - c ^ 2 := by
  have h := (third_overlap_window hu hv hw ha hb hc).1
  nlinarith [h]

/-- No three unit vectors in a real inner-product space have the pairwise overlaps
`0.9, 0.9, -0.9`. -/
theorem impossible_overlaps :
    ¬ ∃ u v w : E, ‖u‖ = 1 ∧ ‖v‖ = 1 ∧ ‖w‖ = 1 ∧
      ⟪u, v⟫_ℝ = 0.9 ∧ ⟪v, w⟫_ℝ = 0.9 ∧ ⟪u, w⟫_ℝ = -0.9 := by
  rintro ⟨u, v, w, hu, hv, hw, ha, hb, hc⟩
  have h := overlap_inequality hu hv hw ha hb hc
  norm_num at h

end Real

/-- The inner product of two vectors of three-dimensional space in Cartesian components. -/
theorem inner_components (x₁ x₂ x₃ y₁ y₂ y₃ : ℝ) :
    ⟪(!₂[x₁, x₂, x₃] : EuclideanSpace ℝ (Fin 3)), !₂[y₁, y₂, y₃]⟫_ℝ
      = x₁ * y₁ + x₂ * y₂ + x₃ * y₃ := by
  simp [PiLp.inner_apply, Fin.sum_univ_three]
  ring

/-- Three real numbers are the pairwise overlaps of unit vectors in three-dimensional space exactly
when `|a| ≤ 1`, `|b| ≤ 1` and the determinant of `overlapMatrix a b c` is non-negative. -/
theorem overlaps_realisable_iff (a b c : ℝ) :
    (∃ u v w : EuclideanSpace ℝ (Fin 3), ‖u‖ = 1 ∧ ‖v‖ = 1 ∧ ‖w‖ = 1 ∧
      ⟪u, v⟫_ℝ = a ∧ ⟪v, w⟫_ℝ = b ∧ ⟪u, w⟫_ℝ = c) ↔
    |a| ≤ 1 ∧ |b| ≤ 1 ∧ 0 ≤ (overlapMatrix a b c).det := by
  rw [det_overlapMatrix]
  constructor
  · rintro ⟨u, v, w, hu, hv, hw, ha, hb, hc⟩
    have h1 := abs_real_inner_le_norm u v
    have h2 := abs_real_inner_le_norm v w
    rw [ha, hu, hv, one_mul] at h1
    rw [hb, hv, hw, one_mul] at h2
    exact ⟨h1, h2, overlap_inequality hu hv hw ha hb hc⟩
  · rintro ⟨ha, hb, hdet⟩
    have ha2 : a ^ 2 ≤ 1 := (sq_le_one_iff_abs_le_one a).mpr ha
    have hb2 : b ^ 2 ≤ 1 := (sq_le_one_iff_abs_le_one b).mpr hb
    have hd : (c - a * b) ^ 2 ≤ (1 - a ^ 2) * (1 - b ^ 2) := by nlinarith [hdet]
    obtain ⟨s, hs⟩ : ∃ s : ℝ, s * s = 1 - a ^ 2 :=
      ⟨√(1 - a ^ 2), Real.mul_self_sqrt (by linarith)⟩
    -- the second component of `w` is fixed by the overlap with `u`
    obtain ⟨y, hy, hy2⟩ : ∃ y : ℝ, s * y = c - a * b ∧ y ^ 2 ≤ 1 - b ^ 2 := by
      rcases eq_or_ne s 0 with h0 | h0
      · have h1 : 1 - a ^ 2 = 0 := by
          rw [h0] at hs
          linarith
        rw [h1, zero_mul] at hd
        have h2 : c - a * b = 0 :=
          (pow_eq_zero_iff two_ne_zero).mp (le_antisymm hd (sq_nonneg _))
        exact ⟨0, by rw [h2, mul_zero], by linarith⟩
      · refine ⟨(c - a * b) / s, by field_simp, ?_⟩
        have hs2 : s ^ 2 = 1 - a ^ 2 := by rw [sq]; exact hs
        rw [div_pow, div_le_iff₀ (by positivity), hs2]
        linarith
    -- the third component of `w` restores its normalisation
    obtain ⟨z, hz⟩ : ∃ z : ℝ, z * z = 1 - b ^ 2 - y ^ 2 :=
      ⟨√(1 - b ^ 2 - y ^ 2), Real.mul_self_sqrt (by linarith)⟩
    have unit : ∀ x : EuclideanSpace ℝ (Fin 3), ⟪x, x⟫_ℝ = 1 → ‖x‖ = 1 := by
      intro x hx
      rw [real_inner_self_eq_norm_sq] at hx
      nlinarith [norm_nonneg x]
    refine ⟨!₂[a, s, 0], !₂[1, 0, 0], !₂[b, y, z], unit _ ?_, unit _ ?_, unit _ ?_,
      ?_, ?_, ?_⟩ <;> rw [inner_components] <;> nlinarith [hs, hy, hz]

section Complex

variable {E : Type*} [NormedAddCommGroup E] [InnerProductSpace ℂ E]

/-- Projecting a unit vector `v` out of a unit vector `x` leaves the squared norm
`1 - |⟨v,x⟩|²`. -/
theorem projected_norm_sq {v x : E} (hv : ‖v‖ = 1) (hx : ‖x‖ = 1) :
    ‖x - ⟪v, x⟫_ℂ • v‖ ^ 2 = 1 - ‖⟪v, x⟫_ℂ‖ ^ 2 := by
  have h := congrArg Complex.re (projected_overlap (𝕜 := ℂ) hv x x)
  have e1 : (⟪x - ⟪v, x⟫_ℂ • v, x - ⟪v, x⟫_ℂ • v⟫_ℂ).re = ‖x - ⟪v, x⟫_ℂ • v‖ ^ 2 :=
    inner_self_eq_norm_sq (𝕜 := ℂ) _
  have e2 : (⟪x, x⟫_ℂ).re = ‖x‖ ^ 2 := inner_self_eq_norm_sq (𝕜 := ℂ) x
  have e3 : (⟪x, v⟫_ℂ * ⟪v, x⟫_ℂ).re = ‖⟪v, x⟫_ℂ‖ ^ 2 := by
    rw [← inner_conj_symm x v]
    generalize ⟪v, x⟫_ℂ = z
    rw [Complex.sq_norm, Complex.normSq_apply]
    simp only [Complex.mul_re, Complex.conj_re, Complex.conj_im]
    ring
  rw [e1, Complex.sub_re, e2, e3, hx] at h
  linarith

/-- For three unit vectors in a complex inner-product space with cyclic overlaps `a = ⟨u,v⟩`,
`b = ⟨v,w⟩`, `c = ⟨w,u⟩`, one has `1 + 2 Re(abc) - |a|² - |b|² - |c|² ≥ 0`. -/
theorem complex_overlap_inequality {u v w : E} {a b c : ℂ}
    (hu : ‖u‖ = 1) (hv : ‖v‖ = 1) (hw : ‖w‖ = 1)
    (ha : ⟪u, v⟫_ℂ = a) (hb : ⟪v, w⟫_ℂ = b) (hc : ⟪w, u⟫_ℂ = c) :
    0 ≤ 1 + 2 * (a * b * c).re - ‖a‖ ^ 2 - ‖b‖ ^ 2 - ‖c‖ ^ 2 := by
  have h := norm_inner_le_norm (𝕜 := ℂ) (u - ⟪v, u⟫_ℂ • v) (w - ⟪v, w⟫_ℂ • v)
  have h2 := pow_le_pow_left₀ (norm_nonneg _) h 2
  rw [mul_pow, projected_norm_sq hv hu, projected_norm_sq hv hw, projected_overlap hv,
    norm_inner_symm v u, ← inner_conj_symm u w, ha, hb, hc] at h2
  -- the interference term carries the phase of the cyclic product
  have e : ‖conj c - a * b‖ ^ 2
      = ‖c‖ ^ 2 + ‖a‖ ^ 2 * ‖b‖ ^ 2 - 2 * (a * b * c).re := by
    simp only [Complex.sq_norm, Complex.normSq_apply, Complex.sub_re, Complex.sub_im,
      Complex.mul_re, Complex.mul_im, Complex.conj_re, Complex.conj_im]
    ring
  rw [e] at h2
  nlinarith [h2]

end Complex

end ThreeVectorOverlaps
```

```lean
#print axioms ThreeVectorOverlaps.impossible_overlaps
-- 'ThreeVectorOverlaps.impossible_overlaps' depends on axioms: [propext, Classical.choice, Quot.sound]
#print axioms ThreeVectorOverlaps.overlaps_realisable_iff
-- 'ThreeVectorOverlaps.overlaps_realisable_iff' depends on axioms: [propext, Classical.choice, Quot.sound]
#print axioms ThreeVectorOverlaps.complex_overlap_inequality
-- 'ThreeVectorOverlaps.complex_overlap_inequality' depends on axioms: [propext, Classical.choice, Quot.sound]
```

## Which triples of overlaps can occur

In a normalised but non-orthogonal real basis, the overlaps are the cosines of the angles between the basis functions. Each overlap of two real normalised functions lies between −1 and 1, but three of them cannot be chosen independently within that range. If $u$ is close to $v$ and $v$ is close to $w$, then $u$ and $w$ cannot point in nearly opposite directions.

Write $a=\langle u,v\rangle$, $b=\langle v,w\rangle$ and $c=\langle u,w\rangle$. With the vectors ordered as $u,v,w$, the overlap matrix and its determinant are

$$
S=\begin{pmatrix}1&a&c\\a&1&b\\c&b&1\end{pmatrix},\qquad
\det S=1+2abc-a^2-b^2-c^2 .
$$

In Lean, `overlapMatrix a b c` is the matrix of this form for any three real numbers, and `det_overlapMatrix` is the formula for its determinant.

The theorem `overlap_inequality` says that $\det S\ge 0$ whenever $a,b,c$ come from three unit vectors. The sharper-looking `third_overlap_window` says where $c$ may lie once $a$ and $b$ are known:

$$
(c-ab)^2\le(1-a^2)(1-b^2),\qquad |c-ab|\le\sqrt{(1-a^2)(1-b^2)} .
$$

The theorem `impossible_overlaps` applies the inequality to the decimals 0.9, 0.9 and −0.9, which Lean treats as exact real numbers, and concludes that no such vectors exist.

These three statements hold in any real inner-product space `E`. It may have infinite dimension and need not be complete. Normalisation enters through the hypotheses `‖u‖ = 1`, `‖v‖ = 1` and `‖w‖ = 1`, and the vectors may be linearly dependent or even equal.

The theorem `overlaps_realisable_iff` answers the reverse question in three-dimensional Euclidean space, `EuclideanSpace ℝ (Fin 3)`. Three real numbers are overlaps of unit vectors there exactly when $|a|\le1$, $|b|\le1$ and $\det S\ge0$. The determinant condition together with $|a|\le 1$ would not be enough: for $a=1$, $b=2$, $c=2$ the determinant is zero, yet no two unit vectors have overlap 2. Exchanging $a$ and $b$ gives the same conclusion for the bound on $a$.

For complex vectors, `complex_overlap_inequality` uses overlaps taken around a cycle, so the letter $c$ changes its meaning to $\langle w,u\rangle$. The result is

$$
1+2\,\mathrm{Re}(abc)-|a|^2-|b|^2-|c|^2\ge0 .
$$

## From overlap integrals to inner products

In electronic structure, $u,v,w$ can be any three normalised real basis functions, and $a,b,c$ their overlap integrals; for such a triple the inequality is a necessary condition on the corresponding $3\times3$ block of the overlap matrix. A block with a negative determinant has a negative eigenvalue, so it has no real inverse square root of the kind used in symmetric orthogonalisation.

The step left to the user is the identification of the numbers in a program with exact inner products of normalised functions. Overlaps that have been rounded, fitted or integrated on a grid may violate the inequality even though the underlying functions obey it.

The complex inequality applies to three normalised pure states in quantum mechanics. Multiplying $u$ by a phase $e^{i\theta}$ changes $a$ by $e^{-i\theta}$ and $c$ by $e^{i\theta}$, so the product $abc$ is unaffected; the same holds for $v$ and $w$. The phase that appears in the inequality therefore does not depend on how the phases of the individual states are chosen.

Lean's complex inner product is conjugate-linear in its first argument and linear in its second, as in Dirac notation.

## Projecting out the shared vector

The vector $v$ appears in both known overlaps. Removing its direction from $u$ and $w$ leaves two remainders, and the Cauchy–Schwarz inequality limits their overlap.

For any vectors $x$ and $y$, set $x_\perp=x-\langle v,x\rangle v$ and $y_\perp=y-\langle v,y\rangle v$. Expanding the inner product gives

$$
\begin{aligned}
\langle x_\perp,y_\perp\rangle
&=\langle x,y\rangle-\langle v,y\rangle\langle x,v\rangle
-\overline{\langle v,x\rangle}\langle v,y\rangle
+\overline{\langle v,x\rangle}\langle v,y\rangle\langle v,v\rangle\\
&=\langle x,y\rangle-\langle x,v\rangle\langle v,y\rangle .
\end{aligned}
$$

The last two terms of the first line cancel because $\langle v,v\rangle=1$. This is `projected_overlap`, stated for a field `𝕜` that may be real or complex. Its proof first obtains $\langle v,v\rangle=1$ from the norm, then expands by linearity, and `ring` performs the cancellation. Only $v$ has to be normalised.

In the real case, choosing $x$ and $y$ from $u$ and $w$ gives

$$
\langle u_\perp,w_\perp\rangle=c-ab,\qquad
\|u_\perp\|^2=1-a^2,\qquad
\|w_\perp\|^2=1-b^2 .
$$

Cauchy–Schwarz, $\langle u_\perp,w_\perp\rangle^2\le\|u_\perp\|^2\|w_\perp\|^2$, becomes

$$
(c-ab)^2\le(1-a^2)(1-b^2).
$$

In `third_overlap_window`, the Cauchy–Schwarz step is `real_inner_mul_inner_self_le`. The rewriting that follows inserts the three values above, and `Real.abs_le_sqrt` takes the square root to give the window.

Multiplying out both sides yields

$$
c^2-2abc+a^2b^2\le1-a^2-b^2+a^2b^2 .
$$

The terms $a^2b^2$ cancel, and moving everything to the right gives $0\le1+2abc-a^2-b^2-c^2$. In `overlap_inequality` this algebra is left to `nlinarith`. The same expansion shows that

$$
\det S=(1-a^2)(1-b^2)-(c-ab)^2 ,
$$

so the determinant measures how far the Cauchy–Schwarz bound is from being an equality.

For $a=b=0.9$, the centre of the window is $0.81$ and its half-width is $1-0.81=0.19$. Hence $0.62\le c\le1$. With $c=-0.9$ the determinant would be

$$
1-1.458-2.43=-2.888 .
$$

The proof of `impossible_overlaps` assumes that the vectors exist, applies the inequality, and lets `norm_num` find this contradiction.

## Building vectors from admissible overlaps

One direction of `overlaps_realisable_iff` uses what has already been shown. Cauchy–Schwarz for the unit vectors themselves gives $|a|\le1$ and $|b|\le1$, and `overlap_inequality` gives the determinant condition.

For the other direction, place $v$ along the first axis and $u$ in the plane of the first two:

$$
v=(1,0,0),\qquad u=(a,s,0),\qquad w=(b,y,z),\qquad s=\sqrt{1-a^2}.
$$

Here $y$ and $z$ are numbers still to be found. The overlaps with $v$ are already correct, and $u$ is normalised. The remaining requirements are

$$
ab+sy=c,\qquad b^2+y^2+z^2=1 .
$$

If $s\ne0$, take $y=(c-ab)/s$. The determinant condition, in the form $(c-ab)^2\le(1-a^2)(1-b^2)$, then gives

$$
y^2=\frac{(c-ab)^2}{1-a^2}\le1-b^2 .
$$

If $s=0$, the same condition reads $(c-ab)^2\le0$, so $c=ab$, and $y=0$ satisfies the overlap equation. Since $b^2\le1$, the bound $y^2\le1-b^2$ holds here too. In both cases $z=\sqrt{1-b^2-y^2}$ is real and completes the normalisation of $w$.

The Lean proof makes the same case distinction with `eq_or_ne s 0`. The lemma `inner_components` writes the inner product in Cartesian components, and the local statement `unit` turns $\langle x,x\rangle=1$ into $\|x\|=1$. The six remaining equations, three for the norms and three for the overlaps, are closed by `nlinarith`.

As a numerical instance, take $a=b=0.6$ and $c=0.744$. Then

$$
s=0.8,\qquad y=\frac{0.744-0.36}{0.8}=0.48,\qquad
z=\sqrt{1-0.36-0.2304}=0.64 .
$$

The vectors are $u=(0.6,0.8,0)$, $v=(1,0,0)$ and $w=(0.6,0.48,0.64)$. Their third overlap is $0.36+0.384=0.744$, as required, and the determinant is $0.64\times0.64-0.384^2=0.262144$, which is positive.

## The phase in the complex case

With $c=\langle w,u\rangle$, the overlap of $u$ and $w$ in the other order is $\langle u,w\rangle=\bar c$. The remainders therefore satisfy

$$
\langle u_\perp,w_\perp\rangle=\bar c-ab,\qquad
\|u_\perp\|^2=1-|a|^2,\qquad
\|w_\perp\|^2=1-|b|^2 .
$$

The two norms come from `projected_norm_sq`, which sets $y=x$ in `projected_overlap`, takes the real part and uses $\langle x,v\rangle\langle v,x\rangle=|\langle v,x\rangle|^2$. Squaring the Cauchy–Schwarz inequality gives

$$
|\bar c-ab|^2\le(1-|a|^2)(1-|b|^2).
$$

The left side contains an interference term:

$$
|\bar c-ab|^2=|c|^2+|a|^2|b|^2-2\,\mathrm{Re}(abc).
$$

In `complex_overlap_inequality` this identity is the statement `e`, checked by writing every number in real and imaginary parts. Substituting it and cancelling $|a|^2|b|^2$ gives the complex inequality. For fixed magnitudes the condition is weakest when $abc$ is real and non-negative, and it tightens as the phase of a non-zero product moves towards $\pi$.
